# An Error Bound for the Exchange Energy under Schwarz Screening

Before a Hartree–Fock program evaluates a two-electron integral, it can estimate the size of that integral from two stored numbers, one for each orbital pair, and skip the integral if the estimate is at or below a threshold $\tau$. The result below turns $\tau$ into a bound on the resulting error in the exchange energy, for a finite orbital set and a density matrix held fixed.

## From the threshold to the energy

Take $N$ real orbitals $\phi_i$ and write the integrals as a matrix on orbital pairs,

$$G_{(ij),(kl)}=\iint \frac{\phi_i(\mathbf r)\phi_j(\mathbf r)\,\phi_k(\mathbf r')\phi_l(\mathbf r')}{|\mathbf r-\mathbf r'|}\,d\mathbf r\,d\mathbf r' .$$

For real coefficients $x_{ij}$, the sum $\sum x_{ij}x_{kl}G_{(ij),(kl)}$ is twice the electrostatic self-energy of the charge distribution $\sum x_{ij}\phi_i\phi_j$, so it is nonnegative. This is the physical content of the hypothesis that $G$ is positive semidefinite, and the argument uses nothing else about the integrals.

Let $P$ be a real matrix, in an application the density matrix of one spin component, and define the exchange matrix and exchange energy by

$$K_{ik}=\sum_{jl}P_{jl}G_{(ij),(kl)},\qquad E=-\tfrac12\sum_{ijkl}P_{ik}P_{jl}G_{(ij),(kl)}=-\tfrac12\sum_{ik}P_{ik}K_{ik}.$$

Let $G^\tau$ be the matrix $G$ with every entry satisfying $\sqrt{G_{aa}G_{bb}}\le\tau$ set to zero, where $a$ and $b$ are orbital pairs. Let $K^\tau$ and $E^\tau$ be computed from $G^\tau$ with the same $P$, and put $S=\sum_{ij}|P_{ij}|$. The claim is that, for $\tau\ge0$,

$$|E-E^\tau|\le\frac{\tau}{2}S^2 .$$

**Each integral.** Restricting $G$ to the pairs $a$ and $b$ leaves a positive semidefinite two-by-two matrix. Its determinant is nonnegative, and $G$ is symmetric, so

$$G_{aa}G_{bb}-G_{ab}^2\ge0,\qquad\text{hence}\qquad |G_{ab}|\le\sqrt{G_{aa}G_{bb}} .$$

A dropped integral therefore has size at most $\tau$, and a retained one does not change. In both cases $|G_{ab}-G^\tau_{ab}|\le\tau$.

**Each exchange matrix element.** By the triangle inequality,

$$|K_{ik}-K^\tau_{ik}|\le\sum_{jl}|P_{jl}|\,\bigl|G_{(ij),(kl)}-G^\tau_{(ij),(kl)}\bigr|\le\tau S .$$

**The energy.** A second contraction with $P$ gives

$$|E-E^\tau|\le\tfrac12\sum_{ik}|P_{ik}|\,|K_{ik}-K^\tau_{ik}|\le\tfrac12\,S\cdot\tau S=\frac{\tau}{2}S^2 .$$

The constant is the best possible for this class of matrices. Let every entry of $G$ equal $\tau$. Then $\sum_{ab}x_aG_{ab}x_b=\tau(\sum_a x_a)^2\ge0$, every estimate equals $\tau$, and every integral is dropped. The error is $\frac{\tau}{2}(\sum_{ij}P_{ij})^2$, which is the bound itself when the entries of $P$ are nonnegative.

**Weighting by the density.** Suppose instead that an integral is dropped when $|P_{ik}P_{jl}|\sqrt{G_{aa}G_{bb}}\le\tau$, with $a=(ij)$ and $b=(kl)$. Each term of the energy sum then changes by at most $\tau$. There are $N^4$ terms and a prefactor of one half, so the error is at most $\frac{\tau}{2}N^4$, whatever the size of $P$.

**One orbital.** For $N=1$ there is a single integral $g\ge0$ and a single number $p$, with $E=-\frac12p^2g$. Plain screening drops the integral when $g\le\tau$, and the error $\frac12p^2g$ is then at most $\frac{\tau}{2}p^2$. Weighted screening drops it when $p^2g\le\tau$, with an error of at most $\frac{\tau}{2}$.

## Integrals and screening rules in Lean

The type `n` labels the orbitals, and `n × n` labels ordered orbital pairs.

```lean
import Mathlib

open Matrix

namespace ExchangeScreening

noncomputable section

variable {n : Type*}
```

The function `screened` implements the plain rule. Its test takes the square root of the product $G_{aa}G_{bb}$; since the diagonal entries are nonnegative, this equals the product of the two square roots that a program would store.

```lean
/-- The integrals left after Schwarz screening: `G_ab` is set to zero when
`√(G_aa G_bb) ≤ τ`. -/
def screened (G : Matrix (n × n) (n × n) ℝ) (τ : ℝ) : Matrix (n × n) (n × n) ℝ :=
  Matrix.of fun a b => if √(G a a * G b b) ≤ τ then 0 else G a b
```

In the weighted rule, `a.1` and `a.2` are the orbitals $i$ and $j$, while `b.1` and `b.2` are $k$ and $l$. The weight is thus $|P_{ik}P_{jl}|$, the size of the factor that multiplies this entry of $G$ in the energy. For real orbitals the same integral also stands in other entries, such as $(ji),(kl)$, where its weight is $|P_{jk}P_{il}|$. A program that evaluates it once for all of them keeps the bound if it skips the integral only when the rule drops every one of these entries.

```lean
/-- The integrals left after density-weighted screening: `G_(ij),(kl)` is set to zero when
`|P_ik P_jl|` times its Schwarz estimate is at most `τ`. -/
def densityScreened (P : Matrix n n ℝ) (G : Matrix (n × n) (n × n) ℝ) (τ : ℝ) :
    Matrix (n × n) (n × n) ℝ :=
  Matrix.of fun a b =>
    if |P a.1 b.1 * P a.2 b.2| * √(G a a * G b b) ≤ τ then 0 else G a b
```

## The Schwarz estimate

The hypothesis `G.PosSemidef` includes symmetry for a real matrix. The proof selects the rows and columns `![a, b]`, uses the nonnegative determinant of the resulting submatrix, and replaces $G_{ba}$ by $G_{ab}$. `Real.abs_le_sqrt` then takes the square root.

```lean
/-- Schwarz estimate: for positive semidefinite integrals, `|G_ab| ≤ √(G_aa G_bb)`. -/
theorem abs_integral_le {G : Matrix (n × n) (n × n) ℝ} (hG : G.PosSemidef)
    (a b : n × n) : |G a b| ≤ √(G a a * G b b) := by
  -- the principal minor on the pairs `a`, `b` is nonnegative
  have h : 0 ≤ G a a * G b b - G a b * G b a := by
    have hdet := (hG.submatrix ![a, b]).det_nonneg
    rw [Matrix.det_fin_two] at hdet
    exact hdet
  have hs : G b a = G a b := by simpa using hG.isHermitian.apply a b
  rw [hs] at h
  exact Real.abs_le_sqrt (by nlinarith [h])
```

The next lemma splits on the screening test. A dropped entry is bounded by the Schwarz estimate and then by `τ`. A retained entry has error zero, and this is where `0 ≤ τ` enters. For negative $\tau$ nothing would be dropped, and the claimed energy bound would be negative for any nonzero $P$.

```lean
/-- For positive semidefinite integrals and a threshold `τ ≥ 0`, screening changes each
integral by at most `τ`. -/
theorem abs_sub_screened_le {G : Matrix (n × n) (n × n) ℝ} (hG : G.PosSemidef)
    {τ : ℝ} (hτ : 0 ≤ τ) (a b : n × n) : |G a b - screened G τ a b| ≤ τ := by
  simp only [screened, Matrix.of_apply]
  split_ifs with h
  · rw [sub_zero]
    exact (abs_integral_le hG a b).trans h
  · simpa using hτ
```

## Energy and exchange matrix

From here on the set of orbitals is finite. The energy is the four-index sum, with the prefactor $-\frac12$ that belongs to the density matrix of one spin component. For a closed shell described by its total density matrix the prefactor is $-\frac14$, and the bound halves accordingly.

```lean
variable [Fintype n]

/-- The exchange energy `-(1/2) ∑ P_ik P_jl G_(ij),(kl)` of a real matrix `P` with
integrals `G` indexed by orbital pairs. -/
def exchangeEnergy (P : Matrix n n ℝ) (G : Matrix (n × n) (n × n) ℝ) : ℝ :=
  -(1 / 2) * ∑ i, ∑ j, ∑ k, ∑ l, P i k * P j l * G (i, j) (k, l)

/-- The exchange matrix element `K_ik = ∑ P_jl G_(ij),(kl)`. -/
def exchangeMatrix (P : Matrix n n ℝ) (G : Matrix (n × n) (n × n) ℝ) (i k : n) : ℝ :=
  ∑ j, ∑ l, P j l * G (i, j) (k, l)
```

`P` is an arbitrary real matrix: neither symmetry, idempotency nor an electron number is assumed. Nor does `G` have to be symmetric under exchange of the two orbitals within a pair.

## Two contractions with $P$

Both contraction steps of the derivation use the same inequality: if every $|A_{ik}|\le c$, then $|\sum_{ik} P_{ik}A_{ik}|\le c\,S$. The `calc` block applies the triangle inequality, bounds each term, and takes out the constant.

```lean
/-- Contracting `P` with a matrix whose entries are at most `c` in size gives at most
`c ∑ |P_ij|`. -/
theorem abs_contraction_le (P : Matrix n n ℝ) (A : n → n → ℝ) {c : ℝ}
    (hA : ∀ i k, |A i k| ≤ c) :
    |∑ i, ∑ k, P i k * A i k| ≤ c * ∑ i, ∑ k, |P i k| := by
  calc |∑ i, ∑ k, P i k * A i k| ≤ ∑ i, ∑ k, |P i k * A i k| :=
        (Finset.abs_sum_le_sum_abs _ _).trans
          (Finset.sum_le_sum fun i _ => Finset.abs_sum_le_sum_abs _ _)
    _ ≤ ∑ i, ∑ k, c * |P i k| := by
        refine Finset.sum_le_sum fun i _ => Finset.sum_le_sum fun k _ => ?_
        rw [abs_mul, mul_comm]
        exact mul_le_mul_of_nonneg_right (hA i k) (abs_nonneg _)
    _ = c * ∑ i, ∑ k, |P i k| := by simp only [Finset.mul_sum]
```

Writing the energy through $K$ requires exchanging the sums over $j$ and $k$, which `Finset.sum_comm` does.

```lean
/-- The exchange energy is `-(1/2) ∑ P_ik K_ik`, with `K` the exchange matrix. -/
theorem exchangeEnergy_eq (P : Matrix n n ℝ) (G : Matrix (n × n) (n × n) ℝ) :
    exchangeEnergy P G = -(1 / 2) * ∑ i, ∑ k, P i k * exchangeMatrix P G i k := by
  unfold exchangeEnergy exchangeMatrix
  congr 1
  refine Finset.sum_congr rfl fun i _ => ?_
  refine Finset.sum_comm.trans (Finset.sum_congr rfl fun k _ => ?_)
  simp only [Finset.mul_sum, mul_assoc]
```

The first contraction takes the integral errors as the matrix $A$, with $c=\tau$. The closing `simpa` rewrites the contraction of a difference as a difference of exchange matrix elements.

```lean
/-- For positive semidefinite integrals and `τ ≥ 0`, screening changes every element of the
exchange matrix by at most `τ ∑ |P_jl|`. -/
theorem exchangeMatrix_error {G : Matrix (n × n) (n × n) ℝ} (hG : G.PosSemidef)
    (P : Matrix n n ℝ) {τ : ℝ} (hτ : 0 ≤ τ) (i k : n) :
    |exchangeMatrix P G i k - exchangeMatrix P (screened G τ) i k|
      ≤ τ * ∑ j, ∑ l, |P j l| := by
  have h : |∑ j, ∑ l, P j l * (G (i, j) (k, l) - screened G τ (i, j) (k, l))|
      ≤ τ * ∑ j, ∑ l, |P j l| :=
    abs_contraction_le P (fun j l => G (i, j) (k, l) - screened G τ (i, j) (k, l))
      fun j l => abs_sub_screened_le hG hτ (i, j) (k, l)
  simpa only [exchangeMatrix, mul_sub, Finset.sum_sub_distrib] using h
```

The second contraction takes the errors in $K$ as $A$, with $c=\tau S$. Once `abs_le` has split the absolute value into two inequalities, `nlinarith` supplies the factor of one half.

```lean
/-- For positive semidefinite integrals and `τ ≥ 0`, dropping every integral whose Schwarz
estimate is at most `τ` changes the exchange energy by at most `(τ/2) (∑ |P_ij|)²`. -/
theorem exchangeEnergy_error {G : Matrix (n × n) (n × n) ℝ} (hG : G.PosSemidef)
    (P : Matrix n n ℝ) {τ : ℝ} (hτ : 0 ≤ τ) :
    |exchangeEnergy P G - exchangeEnergy P (screened G τ)|
      ≤ τ / 2 * (∑ i, ∑ j, |P i j|) ^ 2 := by
  -- contract the error of the exchange matrix with `P` once more
  have h : |∑ i, ∑ k, P i k *
      (exchangeMatrix P G i k - exchangeMatrix P (screened G τ) i k)|
      ≤ (τ * ∑ j, ∑ l, |P j l|) * ∑ i, ∑ k, |P i k| :=
    abs_contraction_le P
      (fun i k => exchangeMatrix P G i k - exchangeMatrix P (screened G τ) i k)
      fun i k => exchangeMatrix_error hG P hτ i k
  simp only [mul_sub, Finset.sum_sub_distrib] at h
  rw [exchangeEnergy_eq P G, exchangeEnergy_eq P (screened G τ)]
  rw [abs_le] at h ⊢
  constructor <;> nlinarith [h.1, h.2]
```

In practice, a target error $\varepsilon>0$ is guaranteed by $\tau=2\varepsilon/S^2$ when $P\neq0$, provided that $P$ is the same in both energies. The theorem does not follow the change in $P$ when the screened integrals are used to reach self-consistency, and it leaves aside rounding in the integrals. It also ignores cancellation between terms of opposite sign, so the actual error may be much smaller.

## A matrix that attains the bound

The theorem has two parts: the constant matrix is positive semidefinite, and its screening error equals the bound. For the first, the matrix is written as $B^{\mathsf T}B$, where $B$ is a single row with all entries $\sqrt\tau$. For the second, `h0` shows that the screened matrix is zero, `hE` evaluates the unscreened energy, and `hS` removes the absolute values from the entries of $P$.

```lean
/-- The bound is sharp for any number of orbitals: if all integrals equal `τ ≥ 0`, they are
positive semidefinite, and for `P` with nonnegative entries the error equals the bound. -/
theorem exchangeEnergy_error_sharp (P : Matrix n n ℝ) (hP : ∀ i j, 0 ≤ P i j)
    {τ : ℝ} (hτ : 0 ≤ τ) :
    (Matrix.of fun _ _ : n × n => τ).PosSemidef ∧
    |exchangeEnergy P (Matrix.of fun _ _ => τ)
        - exchangeEnergy P (screened (Matrix.of fun _ _ => τ) τ)|
      = τ / 2 * (∑ i, ∑ j, |P i j|) ^ 2 := by
  constructor
  · -- the constant matrix is the Gram matrix of a single row
    let B : Matrix Unit (n × n) ℝ := Matrix.of fun _ _ => √τ
    have hB : (Matrix.of fun _ _ : n × n => τ) = Bᴴ * B := by
      ext a b
      simp [B, Matrix.mul_apply, Real.mul_self_sqrt hτ]
    rw [hB]
    exact Matrix.posSemidef_conjTranspose_mul_self B
  · -- every integral is dropped
    have h0 : screened (Matrix.of fun _ _ : n × n => τ) τ = 0 := by
      ext a b
      simp [screened, Real.sqrt_mul_self hτ]
    have hE0 : exchangeEnergy P 0 = 0 := by simp [exchangeEnergy]
    have hK : ∀ i k, exchangeMatrix P (Matrix.of fun _ _ => τ) i k
        = (∑ j, ∑ l, P j l) * τ := by
      intro i k
      simp only [exchangeMatrix, Matrix.of_apply, Finset.sum_mul]
    have hE : exchangeEnergy P (Matrix.of fun _ _ => τ)
        = -(τ / 2 * (∑ i, ∑ j, P i j) ^ 2) := by
      rw [exchangeEnergy_eq]
      simp only [hK, ← Finset.sum_mul]
      ring
    have hS : ∑ i, ∑ j, |P i j| = ∑ i, ∑ j, P i j :=
      Finset.sum_congr rfl fun i _ => Finset.sum_congr rfl fun j _ =>
        abs_of_nonneg (hP i j)
    rw [h0, hE0, hE, hS, sub_zero, abs_neg, abs_of_nonneg (by positivity)]
```

This constant matrix is a model. For $\tau>0$, two different orbitals could not produce it with the Coulomb interaction, because all their pair densities would have to coincide.

## The density-weighted rule

Here the estimate is made term by term, without passing through the exchange matrix. The step `term` multiplies the Schwarz estimate by $|P_{ik}P_{jl}|$ and compares the product with the threshold. The step `sum_le` bounds a sum over one orbital index by $N$ times the largest allowed term, and four nested uses give $N^4\tau$. In the statement, `Fintype.card n` is $N$.

```lean
/-- For positive semidefinite integrals over `N` orbitals and `τ ≥ 0`, density-weighted
screening changes the exchange energy by at most `(τ/2) N⁴`. -/
theorem densityScreened_error {G : Matrix (n × n) (n × n) ℝ} (hG : G.PosSemidef)
    (P : Matrix n n ℝ) {τ : ℝ} (hτ : 0 ≤ τ) :
    |exchangeEnergy P G - exchangeEnergy P (densityScreened P G τ)|
      ≤ τ / 2 * (Fintype.card n : ℝ) ^ 4 := by
  -- each term of the energy sum changes by at most `τ`
  have term : ∀ a b : n × n,
      |P a.1 b.1 * P a.2 b.2 * (G a b - densityScreened P G τ a b)| ≤ τ := by
    intro a b
    simp only [densityScreened, Matrix.of_apply]
    split_ifs with h
    · rw [sub_zero, abs_mul]
      exact (mul_le_mul_of_nonneg_left (abs_integral_le hG a b) (abs_nonneg _)).trans h
    · simpa using hτ
  have sum_le : ∀ (f : n → ℝ) (c : ℝ), (∀ i, |f i| ≤ c) →
      |∑ i, f i| ≤ (Fintype.card n : ℝ) * c := fun f c hf =>
    (Finset.abs_sum_le_sum_abs _ _).trans
      ((Finset.sum_le_sum fun i _ => hf i).trans_eq (by simp))
  -- add up over the four orbital indices
  have h : |∑ i, ∑ j, ∑ k, ∑ l, P i k * P j l *
      (G (i, j) (k, l) - densityScreened P G τ (i, j) (k, l))|
      ≤ (Fintype.card n : ℝ) * (Fintype.card n * (Fintype.card n * (Fintype.card n * τ))) :=
    sum_le _ _ fun i => sum_le _ _ fun j => sum_le _ _ fun k => sum_le _ _ fun l =>
      term (i, j) (k, l)
  simp only [mul_sub, Finset.sum_sub_distrib] at h
  unfold exchangeEnergy
  rw [abs_le] at h ⊢
  constructor <;> nlinarith [h.1, h.2]

end

end ExchangeScreening
```

```lean
#print axioms ExchangeScreening.exchangeEnergy_error
#print axioms ExchangeScreening.exchangeEnergy_error_sharp
#print axioms ExchangeScreening.densityScreened_error
```

```
'ExchangeScreening.exchangeEnergy_error' depends on axioms: [propext, Classical.choice, Quot.sound]
'ExchangeScreening.exchangeEnergy_error_sharp' depends on axioms: [propext, Classical.choice, Quot.sound]
'ExchangeScreening.densityScreened_error' depends on axioms: [propext, Classical.choice, Quot.sound]
```
